# The high-spin determinant energy is the half-electron energy minus a quarter of the open-shell exchange sum

Put one electron in one orbital m, with one-electron energy h_m and self-repulsion J_mm. Its energy is h_m, since there is nothing for it to repel. The half-electron picture replaces it by half an electron of each spin. The two halves repel each other with energy (1/2)(1/2) J_mm, so the picture gives

h_m + J_mm/4.

Subtracting J_mm/4 restores the true energy. With several open orbitals and parallel spins, the amount to subtract is a quarter of the sum of the exchange integrals K_mn over all ordered pairs of open orbitals, including the diagonal terms K_mm = J_mm.

The half-electron method lets semiempirical programs treat radicals with closed-shell machinery. The identities below concern its energy expression for a finite set of fixed orbitals, without orbital optimisation. CNDO, INDO and NDDO enter only through the values of the integrals.

The finite type `ι` labels the spatial orbitals, taken to be real and orthonormal.

In Lean 4 with Mathlib:

```lean
import Mathlib

namespace HalfElectronMethod

noncomputable section

variable {ι : Type*} [Fintype ι] [DecidableEq ι]
```

## Two energy expressions

A determinant is specified by its set S of occupied spin orbitals p = (i, σ), where the Boolean σ is `true` for spin up. Let J_ij be the Coulomb and K_ij the exchange integral. The energy is

E(S) = Σ_p h_p + (1/2) Σ_p Σ_q (J_pq − δ_σσ′ K_pq),

where p and q run over S, the integrals depend only on the spatial parts, and σ, σ′ are the spins of p and q. This standard expression is taken as the definition, not derived from a wavefunction. In the double sum, each term with p = q is J_ii − K_ii, which vanishes when J_ii = K_ii. That condition says that both integrals are the self-repulsion of the same orbital density; the theorems that need it assume it explicitly.

```lean
/-- Energy of the Slater determinant whose occupied spin orbitals form the set `S`
(`true` is spin up): one-electron terms, Coulomb repulsion, and exchange between equal spins. -/
def detEnergy (h : ι → ℝ) (J K : ι → ι → ℝ) (S : Finset (ι × Bool)) : ℝ :=
  (∑ p ∈ S, h p.1) +
    1 / 2 * ∑ p ∈ S, ∑ q ∈ S, (J p.1 q.1 - if p.2 = q.2 then K p.1 q.1 else 0)
```

For occupation numbers n_i, give each spin n_i/2 electrons. The exchange between orbitals i and j then carries the weight 2(n_i/2)(n_j/2) = n_i n_j/2, and the energy becomes

E½(n) = Σ_i n_i h_i + (1/2) Σ_i Σ_j n_i n_j (J_ij − K_ij/2).

```lean
/-- The half-electron energy for orbital occupation numbers `n`. -/
def halfElectronEnergy (h : ι → ℝ) (J K : ι → ι → ℝ) (n : ι → ℝ) : ℝ :=
  (∑ i, n i * h i) + 1 / 2 * ∑ i, ∑ j, n i * n j * (J i j - K i j / 2)
```

## Charge and spin in each orbital

Let α_i and β_i be the spin-up and spin-down occupations of orbital i in a determinant, each 0 or 1.

```lean
/-- Occupation (0 or 1) of orbital `i` with spin `σ`. -/
def spinOcc (S : Finset (ι × Bool)) (i : ι) (σ : Bool) : ℝ :=
  if (i, σ) ∈ S then 1 else 0
```

Their sum is the electron number, n_i = α_i + β_i.

```lean
/-- Total number of electrons in orbital `i`. -/
def occupation (S : Finset (ι × Bool)) (i : ι) : ℝ :=
  spinOcc S i true + spinOcc S i false
```

Their difference is the spin excess, s_i = α_i − β_i.

```lean
/-- Spin-up minus spin-down occupation of orbital `i`. -/
def spinExcess (S : Finset (ι × Bool)) (i : ι) : ℝ :=
  spinOcc S i true - spinOcc S i false
```

The high-spin determinant fills every orbital of a closed set C twice and puts one spin-up electron in each orbital of an open set O.

```lean
/-- The high-spin determinant: orbitals in `C` hold both spins, those in `O` one spin-up
electron. -/
def highSpin (C O : Finset ι) : Finset (ι × Bool) :=
  C ×ˢ Finset.univ ∪ O ×ˢ {true}
```

A second determinant has the same closed set, a spin-up electron in m and a spin-down electron in n. Here n is an orbital label; in n_i and E½(n) the same letter stands for occupation numbers.

```lean
/-- The determinant with closed orbitals `C`, a spin-up electron in `m` and a spin-down
electron in `n`. -/
def mixedSpin (C : Finset ι) (m n : ι) : Finset (ι × Bool) :=
  C ×ˢ Finset.univ ∪ {(m, true), (n, false)}
```

The occupation numbers intended for the half-electron energy are 2 on C, 1 on O and 0 elsewhere.

```lean
/-- Occupation numbers 2 on `C`, 1 on orbitals of `O` outside `C`, 0 elsewhere. -/
def shellOcc (C O : Finset ι) (i : ι) : ℝ :=
  if i ∈ C then 2 else if i ∈ O then 1 else 0
```

## Splitting the exchange

Any sum over occupied spin orbitals can be written over all spatial orbitals:

Σ_{p∈S} f(p) = Σ_i [α_i f(i,↑) + β_i f(i,↓)].

The proof extends the sum to every spin orbital, with zero for the empty ones, and then separates the two spins.

```lean
/-- A sum over occupied spin orbitals is a sum over all orbitals weighted by the
spin occupations. -/
theorem sum_spinOrbitals (S : Finset (ι × Bool)) (f : ι × Bool → ℝ) :
    ∑ p ∈ S, f p =
      ∑ i, (spinOcc S i true * f (i, true) + spinOcc S i false * f (i, false)) := by
  have e : ∑ p ∈ S, f p = ∑ p, (if p ∈ S then f p else 0) := by
    simp [Finset.sum_ite_mem]
  rw [e, Fintype.sum_prod_type]
  refine Finset.sum_congr rfl fun i _ => ?_
  rw [Fintype.sum_bool]
  simp only [spinOcc, ite_mul, one_mul, zero_mul]
```

Applied to E(S), this gives the one-electron part Σ_i n_i h_i and the Coulomb weight n_i n_j. Exchange acts only between equal spins, and its weight is

α_i α_j + β_i β_j = (n_i n_j + s_i s_j)/2.

The first half belongs to E½. The second remains, so for every determinant

E(S) = E½(n) − (1/4) Σ_i Σ_j s_i s_j K_ij.

In the proof, `h1` handles the one-electron part and `h2` the two-electron part. After the sums have been rewritten, `ring` checks the weight identity for each pair i, j. No symmetry of J or K is used, nor is J_ii = K_ii.

```lean
/-- For any determinant, the energy is the half-electron energy at its occupation numbers
minus one quarter of the exchange sum weighted by the spin excesses. -/
theorem detEnergy_eq_halfElectron (h : ι → ℝ) (J K : ι → ι → ℝ) (S : Finset (ι × Bool)) :
    detEnergy h J K S = halfElectronEnergy h J K (occupation S)
      - 1 / 4 * ∑ i, ∑ j, spinExcess S i * (spinExcess S j * K i j) := by
  have h1 : ∑ p ∈ S, h p.1 = ∑ i, occupation S i * h i := by
    rw [sum_spinOrbitals]
    refine Finset.sum_congr rfl fun i _ => ?_
    simp only [occupation]
    ring
  -- equal-spin exchange splits into a charge part and a spin part
  have h2 : 1 / 2 * ∑ p ∈ S, ∑ q ∈ S, (J p.1 q.1 - if p.2 = q.2 then K p.1 q.1 else 0)
      = 1 / 2 * ∑ i, ∑ j, occupation S i * occupation S j * (J i j - K i j / 2)
        - 1 / 4 * ∑ i, ∑ j, spinExcess S i * (spinExcess S j * K i j) := by
    simp only [sum_spinOrbitals, reduceCtorEq, if_true, if_false]
    simp only [Finset.mul_sum, ← Finset.sum_add_distrib, ← Finset.sum_sub_distrib]
    refine Finset.sum_congr rfl fun i _ => Finset.sum_congr rfl fun j _ => ?_
    simp only [occupation, spinExcess]
    ring
  unfold detEnergy halfElectronEnergy
  rw [h1, h2]
  ring
```

## The high-spin correction

For the high-spin determinant, an orbital in C has n_i = 2, one in O but not in C has n_i = 1 and any other has n_i = 0. The proof checks each combination of membership in C and O.

```lean
omit [Fintype ι] in
/-- The high-spin determinant has occupation 2 on `C`, 1 on orbitals of `O` outside `C`, and 0
elsewhere. -/
theorem occupation_highSpin (C O : Finset ι) :
    occupation (highSpin C O) = shellOcc C O := by
  funext i
  by_cases hC : i ∈ C <;> by_cases hO : i ∈ O <;>
    norm_num [occupation, spinOcc, highSpin, shellOcc, hC, hO]
```

If C and O are disjoint, s_i is 1 on O and 0 elsewhere. The general identity becomes

E = E½ − (1/4) Σ_{m∈O} Σ_{n∈O} K_mn,

with ordered pairs and the diagonal included. Disjointness matters because an orbital in both sets would be doubly occupied, with no spin excess, yet would still appear in the sum. In the proof, `hs` computes the spin excesses and `hsum` restricts the sums to O. When O is empty, the correction vanishes and the two energies agree.

```lean
/-- **Half-electron correction.** The high-spin determinant energy is the half-electron energy
minus one quarter of the exchange integrals summed over all ordered pairs of open orbitals,
equal indices included. -/
theorem highSpin_energy (h : ι → ℝ) (J K : ι → ι → ℝ) {C O : Finset ι} (hd : Disjoint C O) :
    detEnergy h J K (highSpin C O) = halfElectronEnergy h J K (shellOcc C O)
      - 1 / 4 * ∑ m ∈ O, ∑ n ∈ O, K m n := by
  -- only open orbitals carry a spin excess
  have hs : ∀ i, spinExcess (highSpin C O) i = if i ∈ O then 1 else 0 := by
    intro i
    by_cases hC : i ∈ C
    · have hO : i ∉ O := Finset.disjoint_left.mp hd hC
      norm_num [spinExcess, spinOcc, highSpin, hC, hO]
    · by_cases hO : i ∈ O <;> norm_num [spinExcess, spinOcc, highSpin, hC, hO]
  have hsum : ∀ f : ι → ℝ, ∑ i, (if i ∈ O then (1 : ℝ) else 0) * f i = ∑ i ∈ O, f i := by
    intro f
    simp [Finset.sum_ite_mem]
  rw [detEnergy_eq_halfElectron, occupation_highSpin]
  simp only [hs, ← Finset.mul_sum, hsum]
```

With a single open orbital m, only K_mm survives. Using K_mm = J_mm,

E = E½ − J_mm/4.

With C empty, this is the one-electron case from the start.

```lean
/-- For the high-spin determinant with one open orbital `m`, the correction to the half-electron
energy is `-J m m / 4`. -/
theorem doublet_energy (h : ι → ℝ) (J K : ι → ι → ℝ) (hJK : ∀ i, J i i = K i i)
    {C : Finset ι} {m : ι} (hm : m ∉ C) :
    detEnergy h J K (highSpin C {m}) =
      halfElectronEnergy h J K (shellOcc C {m}) - J m m / 4 := by
  rw [highSpin_energy h J K (Finset.disjoint_singleton_right.mpr hm),
    Finset.sum_singleton, Finset.sum_singleton, hJK]
  ring
```

With two different open orbitals m and n, the sum is K_mm + K_nn + K_mn + K_nm. The symmetry K_mn = K_nm of the exchange integrals now enters as a second hypothesis, and

E = E½ − (J_mm + J_nn)/4 − K_mn/2.

```lean
/-- For two open orbitals with parallel spins, the correction consists of a quarter of each
self-repulsion and half the exchange integral, all subtracted. -/
theorem triplet_energy (h : ι → ℝ) (J K : ι → ι → ℝ) (hJK : ∀ i, J i i = K i i)
    (hK : ∀ i j, K i j = K j i) {C : Finset ι} {m n : ι}
    (hm : m ∉ C) (hn : n ∉ C) (hmn : m ≠ n) :
    detEnergy h J K (highSpin C {m, n}) =
      halfElectronEnergy h J K (shellOcc C {m, n}) - (J m m + J n n) / 4 - K m n / 2 := by
  have hd : Disjoint C {m, n} := by simp [hm, hn]
  rw [highSpin_energy h J K hd, Finset.sum_pair hmn, Finset.sum_pair hmn,
    Finset.sum_pair hmn, hJK, hJK, hK n m]
  ring
```

## Opposite spins and the open-shell singlet

Turning over the spin in n leaves every n_i unchanged but makes s_m = 1 and s_n = −1. The weighted exchange sum is now K_mm + K_nn − K_mn − K_nm, so

E = E½ − (J_mm + J_nn)/4 + K_mn/2.

The proof establishes the occupations (`ho`) and spin excesses (`hs`) by cases, then applies the general identity.

```lean
/-- For two open orbitals with opposite spins, the correction subtracts a quarter of each
self-repulsion and adds half the exchange integral between the two orbitals. -/
theorem mixedSpin_energy (h : ι → ℝ) (J K : ι → ι → ℝ) (hJK : ∀ i, J i i = K i i)
    (hK : ∀ i j, K i j = K j i) {C : Finset ι} {m n : ι}
    (hm : m ∉ C) (hn : n ∉ C) (hmn : m ≠ n) :
    detEnergy h J K (mixedSpin C m n) =
      halfElectronEnergy h J K (shellOcc C {m, n}) - (J m m + J n n) / 4 + K m n / 2 := by
  have ho : occupation (mixedSpin C m n) = shellOcc C {m, n} := by
    funext i
    by_cases him : i = m
    · norm_num [occupation, spinOcc, mixedSpin, shellOcc, him, hm, hmn]
    · by_cases hin : i = n
      · norm_num [occupation, spinOcc, mixedSpin, shellOcc, hin, hn, hmn.symm]
      · by_cases hi : i ∈ C <;>
          norm_num [occupation, spinOcc, mixedSpin, shellOcc, him, hin, hi]
  -- the spin excess is +1 on m and -1 on n
  have hs : ∀ i, spinExcess (mixedSpin C m n) i =
      (if i = m then 1 else 0) - (if i = n then 1 else 0) := by
    intro i
    by_cases him : i = m
    · norm_num [spinExcess, spinOcc, mixedSpin, him, hm, hmn]
    · by_cases hin : i = n
      · norm_num [spinExcess, spinOcc, mixedSpin, hin, hn, hmn.symm]
      · by_cases hi : i ∈ C <;> norm_num [spinExcess, spinOcc, mixedSpin, him, hin, hi]
  have hsum : ∀ f : ι → ℝ,
      ∑ i, ((if i = m then (1 : ℝ) else 0) - (if i = n then 1 else 0)) * f i = f m - f n := by
    intro f
    simp [sub_mul, Finset.sum_sub_distrib]
  rw [detEnergy_eq_halfElectron, ho]
  simp only [hs, ← Finset.mul_sum, hsum]
  rw [hJK, hJK, hK n m]
  ring
```

This determinant is a superposition, with equal weights, of the open-shell singlet and the triplet component with zero spin projection. For a spin-free Hamiltonian its energy is therefore the mean of the singlet and triplet energies, which gives

E_singlet = 2 E(opposite spins) − E(parallel spins).

That spin argument supplies the physical meaning of the combination; the theorem evaluates the combination itself:

E_singlet = E½ − (J_mm + J_nn)/4 + 3K_mn/2.

The proof inserts the two preceding results and collects terms.

```lean
/-- Twice the opposite-spin determinant energy minus the parallel-spin one is the half-electron
energy minus a quarter of each open-orbital self-repulsion plus `3 / 2 * K m n`. -/
theorem singlet_energy (h : ι → ℝ) (J K : ι → ι → ℝ) (hJK : ∀ i, J i i = K i i)
    (hK : ∀ i j, K i j = K j i) {C : Finset ι} {m n : ι}
    (hm : m ∉ C) (hn : n ∉ C) (hmn : m ≠ n) :
    2 * detEnergy h J K (mixedSpin C m n) - detEnergy h J K (highSpin C {m, n}) =
      halfElectronEnergy h J K (shellOcc C {m, n}) - (J m m + J n n) / 4
        + 3 / 2 * K m n := by
  rw [mixedSpin_energy h J K hJK hK hm hn hmn, triplet_energy h J K hJK hK hm hn hmn]
  ring

end

end HalfElectronMethod
```

```lean
#print axioms HalfElectronMethod.highSpin_energy
-- 'HalfElectronMethod.highSpin_energy' depends on axioms: [propext, Classical.choice, Quot.sound]
#print axioms HalfElectronMethod.doublet_energy
-- 'HalfElectronMethod.doublet_energy' depends on axioms: [propext, Classical.choice, Quot.sound]
#print axioms HalfElectronMethod.singlet_energy
-- 'HalfElectronMethod.singlet_energy' depends on axioms: [propext, Classical.choice, Quot.sound]
```
